# For two overlapping orbitals, only $x=1/2$ keeps every closed-shell population of $S^xPS^{1-x}$ in $[0,2]$

A real power $S^x$ of the overlap matrix is taken here to have the orthonormal eigenvectors of $S$ and the $x$-th powers of its eigenvalues, which are positive because $S$ is positive definite. With that choice, the diagonal of $S^xPS^{1-x}$ assigns a population to each orbital for every real $x$, given a density matrix $P$.

In Lean 4 with Mathlib:

```lean
import Mathlib

open Matrix

namespace PopulationExponent

noncomputable section

variable {n : Type*} [Fintype n] [DecidableEq n] {S : Matrix n n ℝ}

/-- The matrix whose columns are orthonormal eigenvectors of the overlap matrix `S`. -/
def eigvecs (hS : S.PosDef) : Matrix n n ℝ :=
  (hS.isHermitian.eigenvectorUnitary : Matrix n n ℝ)

/-- The real power `S^x` of a positive definite overlap matrix: same eigenvectors,
eigenvalues raised to the power `x`. -/
def overlapPow (hS : S.PosDef) (x : ℝ) : Matrix n n ℝ :=
  eigvecs hS * diagonal (fun i => hS.isHermitian.eigenvalues i ^ x) * (eigvecs hS)ᵀ

/-- The population matrix `S^x P S^(1-x)`; its diagonal entries are the orbital populations. -/
def popMatrix (hS : S.PosDef) (P : Matrix n n ℝ) (x : ℝ) : Matrix n n ℝ :=
  overlapPow hS x * P * overlapPow hS (1 - x)

/-- The eigenvector matrix of the overlap matrix is orthogonal. -/
theorem eigvecs_orthogonal (hS : S.PosDef) : (eigvecs hS)ᵀ * eigvecs hS = 1 := by
  have h := Matrix.mem_unitaryGroup_iff'.1 hS.isHermitian.eigenvectorUnitary.2
  rwa [star_eq_conjTranspose, conjTranspose_eq_transpose_of_trivial] at h

/-- The first power of the overlap matrix is the overlap matrix itself. -/
theorem overlapPow_one (hS : S.PosDef) : overlapPow hS 1 = S := by
  have h := hS.isHermitian.spectral_theorem
  rw [Unitary.conjStarAlgAut_apply] at h
  unfold overlapPow
  simp only [Real.rpow_one]
  rw [← conjTranspose_eq_transpose_of_trivial]
  exact h.symm

/-- Powers of the overlap matrix multiply by adding exponents. -/
theorem overlapPow_mul (hS : S.PosDef) (x y : ℝ) :
    overlapPow hS x * overlapPow hS y = overlapPow hS (x + y) := by
  have hD : diagonal (fun i => hS.isHermitian.eigenvalues i ^ x) *
      diagonal (fun i => hS.isHermitian.eigenvalues i ^ y) =
      diagonal (fun i => hS.isHermitian.eigenvalues i ^ (x + y)) := by
    rw [diagonal_mul_diagonal]
    congr 1
    funext i
    exact (Real.rpow_add (hS.eigenvalues_pos i) x y).symm
  unfold overlapPow
  rw [← hD]
  calc _ = eigvecs hS * diagonal (fun i => hS.isHermitian.eigenvalues i ^ x) *
        ((eigvecs hS)ᵀ * eigvecs hS) *
        diagonal (fun i => hS.isHermitian.eigenvalues i ^ y) * (eigvecs hS)ᵀ := by
        simp only [Matrix.mul_assoc]
    _ = _ := by rw [eigvecs_orthogonal, Matrix.mul_one]; simp only [Matrix.mul_assoc]

/-- On an eigenvector of `S` with eigenvalue `μ`, the power `S^x` acts as the number `μ^x`. -/
theorem overlapPow_mulVec (hS : S.PosDef) (x : ℝ) {v : n → ℝ} {μ : ℝ}
    (hv : S *ᵥ v = μ • v) : overlapPow hS x *ᵥ v = μ ^ x • v := by
  have hU := eigvecs_orthogonal hS
  have hS1 := overlapPow_one hS
  simp only [overlapPow, Real.rpow_one] at hS1
  -- in the eigenbasis, `v` has components only where the eigenvalue is `μ`
  have h1 : diagonal (fun i => hS.isHermitian.eigenvalues i) *ᵥ ((eigvecs hS)ᵀ *ᵥ v) =
      μ • ((eigvecs hS)ᵀ *ᵥ v) := by
    rw [← mulVec_smul, ← hv, mulVec_mulVec, mulVec_mulVec]
    congr 1
    calc _ = (eigvecs hS)ᵀ * (eigvecs hS *
          diagonal (fun i => hS.isHermitian.eigenvalues i) * (eigvecs hS)ᵀ) := by
          rw [← Matrix.mul_assoc, ← Matrix.mul_assoc, hU, Matrix.one_mul]
      _ = _ := congrArg (fun M => (eigvecs hS)ᵀ * M) hS1
  have h2 : diagonal (fun i => hS.isHermitian.eigenvalues i ^ x) *ᵥ ((eigvecs hS)ᵀ *ᵥ v) =
      μ ^ x • ((eigvecs hS)ᵀ *ᵥ v) := by
    ext i
    have h := congrFun h1 i
    simp only [mulVec_diagonal, Pi.smul_apply, smul_eq_mul] at h ⊢
    rcases eq_or_ne (((eigvecs hS)ᵀ *ᵥ v) i) 0 with h0 | h0
    · rw [h0, mul_zero, mul_zero]
    · rw [mul_right_cancel₀ h0 h]
  unfold overlapPow
  rw [← mulVec_mulVec, ← mulVec_mulVec, h2, mulVec_smul, mulVec_mulVec,
    mul_eq_one_comm.1 hU, one_mulVec]

/-- The total population `tr(S^x P S^(1-x))` equals `tr(PS)` for every real exponent `x`. -/
theorem trace_popMatrix (hS : S.PosDef) (P : Matrix n n ℝ) (x : ℝ) :
    (popMatrix hS P x).trace = (P * S).trace := by
  rw [popMatrix, trace_mul_cycle, overlapPow_mul, sub_add_cancel, overlapPow_one,
    trace_mul_comm]

/-- For a symmetric density matrix with `PSP = 2P`, every orbital population at `x = 1/2`
lies between 0 and 2. -/
theorem lowdin_population_mem (hS : S.PosDef) {P : Matrix n n ℝ} (hP : P.IsSymm)
    (hPSP : P * S * P = (2 : ℝ) • P) (i : n) :
    popMatrix hS P (1 / 2) i i ∈ Set.Icc (0 : ℝ) 2 := by
  have hR : overlapPow hS (1 / 2) * overlapPow hS (1 / 2) = S := by
    rw [overlapPow_mul, add_halves, overlapPow_one]
  have hRt : (overlapPow hS (1 / 2))ᵀ = overlapPow hS (1 / 2) := by
    simp [overlapPow, transpose_mul, Matrix.mul_assoc]
  have hQ : popMatrix hS P (1 / 2) = overlapPow hS (1 / 2) * P * overlapPow hS (1 / 2) := by
    rw [popMatrix, sub_half]
  rw [hQ]
  generalize overlapPow hS (1 / 2) = R at hR hRt
  -- `Q = R P R` is symmetric and satisfies `Q² = 2Q`
  have hsym : (R * P * R)ᵀ = R * P * R := by
    rw [transpose_mul, transpose_mul, hRt, hP.eq, Matrix.mul_assoc]
  have hsq : (R * P * R) * (R * P * R) = (2 : ℝ) • (R * P * R) := by
    calc _ = R * (P * (R * R) * P) * R := by simp only [Matrix.mul_assoc]
      _ = _ := by rw [hR, hPSP, Matrix.mul_smul, Matrix.smul_mul]
  generalize R * P * R = Q at hsym hsq
  have hsum : ∑ j, Q i j ^ 2 = 2 * Q i i := by
    have h := congrFun (congrFun hsq i) i
    rw [Matrix.mul_apply, Matrix.smul_apply, smul_eq_mul] at h
    rw [← h]
    refine Finset.sum_congr rfl fun j _ => ?_
    have hj : Q j i = Q i j := congrFun (congrFun hsym i) j
    rw [hj, sq]
  have hle : Q i i ^ 2 ≤ ∑ j, Q i j ^ 2 :=
    Finset.single_le_sum (f := fun j => Q i j ^ 2) (fun j _ => sq_nonneg _) (Finset.mem_univ i)
  constructor <;> nlinarith [sq_nonneg (Q i i)]

/-- The overlap matrix of two normalised orbitals with mutual overlap `s`. -/
def dimer (s : ℝ) : Matrix (Fin 2) (Fin 2) ℝ := !![1, s; s, 1]

/-- The density matrix `k c cᵀ` of one orbital with coefficients `c = (u, v)`. -/
def pairDensity (k u v : ℝ) : Matrix (Fin 2) (Fin 2) ℝ :=
  !![k * u * u, k * u * v; k * u * v, k * v * v]

/-- The two-orbital overlap matrix is positive definite when `|s| < 1`. -/
theorem dimer_posDef {s : ℝ} (hs : |s| < 1) : (dimer s).PosDef := by
  obtain ⟨h1, h2⟩ := abs_lt.1 hs
  rw [posDef_iff_dotProduct_mulVec]
  refine ⟨Matrix.IsHermitian.ext fun i j => by
    fin_cases i <;> fin_cases j <;> simp [dimer], fun x hx => ?_⟩
  have e : star x ⬝ᵥ dimer s *ᵥ x =
      (x 0 + s * x 1) ^ 2 + (1 + s) * (1 - s) * x 1 ^ 2 := by
    simp [dimer, dotProduct, mulVec, Fin.sum_univ_two]
    ring
  rw [e]
  rcases eq_or_ne (x 1) 0 with h | h
  · have h0 : x 0 ≠ 0 := fun h0 => hx (by ext i; fin_cases i <;> simp [h0, h])
    have : 0 < x 0 ^ 2 := by positivity
    rw [h]
    linarith
  · have h3 : 0 < x 1 ^ 2 := by positivity
    have h4 : 0 < (1 + s) * (1 - s) := mul_pos (by linarith) (by linarith)
    linarith [mul_pos h4 h3, sq_nonneg (x 0 + s * x 1)]

/-- The explicit power `S^x` for two orbitals with overlap `s`, `|s| < 1`. -/
theorem dimer_pow {s : ℝ} (hs : |s| < 1) (x : ℝ) : overlapPow (dimer_posDef hs) x =
    !![((1 + s) ^ x + (1 - s) ^ x) / 2, ((1 + s) ^ x - (1 - s) ^ x) / 2;
       ((1 + s) ^ x - (1 - s) ^ x) / 2, ((1 + s) ^ x + (1 - s) ^ x) / 2] := by
  -- the in-phase and out-of-phase combinations are eigenvectors
  have h1 := overlapPow_mulVec (dimer_posDef hs) x (v := ![1, 1]) (μ := 1 + s) (by
    ext i
    fin_cases i <;> simp [dimer, mulVec, dotProduct, Fin.sum_univ_two]
    all_goals ring)
  have h2 := overlapPow_mulVec (dimer_posDef hs) x (v := ![1, -1]) (μ := 1 - s) (by
    ext i
    fin_cases i <;> simp [dimer, mulVec, dotProduct, Fin.sum_univ_two]
    all_goals ring)
  generalize overlapPow (dimer_posDef hs) x = A at h1 h2 ⊢
  have a := congrFun h1 0
  have b := congrFun h1 1
  have c := congrFun h2 0
  have d := congrFun h2 1
  simp [mulVec, dotProduct, Fin.sum_univ_two] at a b c d
  ext i j
  fin_cases i <;> fin_cases j <;> simp <;> linarith

/-- If `k (u² + 2suv + v²) = 2`, the one-orbital density matrix is symmetric and
satisfies `PSP = 2P`. -/
theorem pairDensity_spec {s k u v : ℝ} (hk : k * (u ^ 2 + 2 * s * u * v + v ^ 2) = 2) :
    (pairDensity k u v).IsSymm ∧
      pairDensity k u v * dimer s * pairDensity k u v = (2 : ℝ) • pairDensity k u v := by
  refine ⟨Matrix.IsSymm.ext fun i j => by
    fin_cases i <;> fin_cases j <;> simp [pairDensity], ?_⟩
  ext i j
  fin_cases i <;> fin_cases j
  all_goals simp [dimer, pairDensity, Matrix.mul_apply, Fin.sum_univ_two]
  · linear_combination (k * u * u) * hk
  · linear_combination (k * u * v) * hk
  · linear_combination (k * u * v) * hk
  · linear_combination (k * v * v) * hk

/-- For `|s| < 1`, the two-orbital overlap matrix `S` is positive definite, and the in-phase density
matrix `P`, with all entries `1/(1+s)`, is symmetric and satisfies `PSP = 2P`. -/
theorem pairDensity_witness {s : ℝ} (hs : |s| < 1) :
    (dimer s).PosDef ∧ (pairDensity (1 / (1 + s)) 1 1).IsSymm ∧
      pairDensity (1 / (1 + s)) 1 1 * dimer s * pairDensity (1 / (1 + s)) 1 1 =
        (2 : ℝ) • pairDensity (1 / (1 + s)) 1 1 := by
  have h : 1 + s ≠ 0 := by linarith [(abs_lt.1 hs).1] |> ne_of_gt
  refine ⟨dimer_posDef hs, pairDensity_spec ?_⟩
  have h' : 1 / (1 + s) * (1 + s) = 1 := one_div_mul_cancel h
  linear_combination 2 * h'

/-- For two orbitals with overlap `s ≠ 0`, `|s| < 1`, and any `x ≠ 1/2`, some symmetric `P` with
`PSP = 2P` has one negative population and one above 2. -/
theorem exists_negative_population {s x : ℝ} (hs : |s| < 1) (h0 : s ≠ 0) (hx : x ≠ 1 / 2) :
    ∃ P : Matrix (Fin 2) (Fin 2) ℝ, P.IsSymm ∧ P * dimer s * P = (2 : ℝ) • P ∧
      popMatrix (dimer_posDef hs) P x 0 0 < 0 ∧ 2 < popMatrix (dimer_posDef hs) P x 1 1 := by
  have hp : 0 < 1 + s := by linarith [(abs_lt.1 hs).1]
  have hm : 0 < 1 - s := by linarith [(abs_lt.1 hs).2]
  have hA := dimer_pow hs x
  have hB := dimer_pow hs (1 - x)
  have hx1 : x + (1 - x) = 1 := by ring
  have hab : (1 + s) ^ x * (1 + s) ^ (1 - x) = 1 + s := by
    rw [← Real.rpow_add hp, hx1, Real.rpow_one]
  have hcd : (1 - s) ^ x * (1 - s) ^ (1 - x) = 1 - s := by
    rw [← Real.rpow_add hm, hx1, Real.rpow_one]
  have ha := Real.rpow_pos_of_pos hp x
  have hb := Real.rpow_pos_of_pos hp (1 - x)
  have hc := Real.rpow_pos_of_pos hm x
  have hd := Real.rpow_pos_of_pos hm (1 - x)
  -- the two factors of the population change sign at different orbitals unless `x = 1/2`
  have hne : (1 + s) ^ x * (1 - s) ^ (1 - x) ≠ (1 + s) ^ (1 - x) * (1 - s) ^ x := by
    intro h
    have hl := congrArg Real.log h
    rw [Real.log_mul ha.ne' hd.ne', Real.log_mul hb.ne' hc.ne'] at hl
    simp only [Real.log_rpow hp, Real.log_rpow hm] at hl
    have hz : (2 * x - 1) * (Real.log (1 + s) - Real.log (1 - s)) = 0 := by
      linear_combination hl
    rcases mul_eq_zero.1 hz with h1 | h1
    · exact hx (by linarith)
    · have h2 := Real.log_injOn_pos hp hm (sub_eq_zero.1 h1)
      exact h0 (by linarith)
  set a := (1 + s) ^ x
  set b := (1 + s) ^ (1 - x)
  set c := (1 - s) ^ x
  set d := (1 - s) ^ (1 - x)
  obtain ⟨α, β, hα, hneg⟩ : ∃ α β : ℝ, 0 < α ∧ (a * α + c * β) * (b * α + d * β) < 0 := by
    refine ⟨2 * (c * d), -(a * d + b * c), by positivity, ?_⟩
    have hsq : 0 < (a * d - b * c) ^ 2 :=
      (sq_nonneg _).lt_of_ne' (pow_ne_zero 2 (sub_ne_zero.2 hne))
    have h := mul_pos (mul_pos hc hd) hsq
    linarith
  have hM : 0 < a * b * α ^ 2 + c * d * β ^ 2 := by positivity
  obtain ⟨k, hk0, hk⟩ : ∃ k : ℝ, 0 < k ∧ k * (a * b * α ^ 2 + c * d * β ^ 2) = 1 :=
    ⟨_, inv_pos.2 hM, inv_mul_cancel₀ hM.ne'⟩
  have hN : k * ((α + β) ^ 2 + 2 * s * (α + β) * (α - β) + (α - β) ^ 2) = 2 := by
    linear_combination 2 * hk - 2 * k * α ^ 2 * hab - 2 * k * β ^ 2 * hcd
  have e0 : popMatrix (dimer_posDef hs) (pairDensity k (α + β) (α - β)) x 0 0 =
      k * ((a * α + c * β) * (b * α + d * β)) := by
    rw [popMatrix, hA, hB]
    simp [pairDensity, Matrix.mul_apply, Fin.sum_univ_two]
    ring
  have e1 : popMatrix (dimer_posDef hs) (pairDensity k (α + β) (α - β)) x 1 1 =
      k * ((a * α - c * β) * (b * α - d * β)) := by
    rw [popMatrix, hA, hB]
    simp [pairDensity, Matrix.mul_apply, Fin.sum_univ_two]
    ring
  have hlt := mul_neg_of_pos_of_neg hk0 hneg
  refine ⟨_, (pairDensity_spec hN).1, (pairDensity_spec hN).2, ?_, ?_⟩
  · rw [e0]
    exact hlt
  · rw [e1]
    linarith

/-- For two orbitals with overlap `s ≠ 0`, `|s| < 1`, the populations of all symmetric `P` with
`PSP = 2P` stay in `[0,2]` exactly when `x = 1/2`. -/
theorem populations_mem_iff {s : ℝ} (hs : |s| < 1) (h0 : s ≠ 0) (x : ℝ) :
    (∀ P : Matrix (Fin 2) (Fin 2) ℝ, P.IsSymm → P * dimer s * P = (2 : ℝ) • P →
      ∀ i, popMatrix (dimer_posDef hs) P x i i ∈ Set.Icc (0 : ℝ) 2) ↔ x = 1 / 2 := by
  constructor
  · intro h
    by_contra hx
    obtain ⟨P, hP, hPSP, hneg, _⟩ := exists_negative_population hs h0 hx
    exact not_le_of_gt hneg (h P hP hPSP 0).1
  · rintro rfl P hP hPSP i
    exact lowdin_population_mem _ hP hPSP i

end

end PopulationExponent
```

```lean
#print axioms PopulationExponent.trace_popMatrix
#print axioms PopulationExponent.populations_mem_iff
```

```
'PopulationExponent.trace_popMatrix' depends on axioms: [propext, Classical.choice, Quot.sound]
'PopulationExponent.populations_mem_iff' depends on axioms: [propext, Classical.choice, Quot.sound]
```

## Exponents, populations and closed shells

`overlapPow hS x` is $S^x$, where `hS` is the positive definiteness of $S$, and `popMatrix hS P x` is $S^xPS^{1-x}$. The exponents $x=0$ and $x=1$ give Mulliken orbital populations, and $x=1/2$ gives Löwdin's.

`trace_popMatrix` says that the total population is $\mathrm{tr}(PS)$ for any real square $P$ and any $x$. `lowdin_population_mem` puts each population at $x=1/2$ in $[0,2]$ if $P$ is symmetric and $PSP=2P$. This condition describes a closed-shell determinant of real molecular orbitals: each of these combinations of the basis orbitals is empty or holds two electrons. It excludes fractional occupations, as in correlated or thermal densities.

The matrix `dimer s` is the overlap matrix of two normalised orbitals, numbered 0 and 1, with overlap $s$. If $|s|<1$ and $s\neq0$, `exists_negative_population` supplies, for each $x\neq1/2$, an admissible $P$ with population 0 negative and population 1 above 2. `populations_mem_iff` concludes that all admissible $P$ have populations in $[0,2]$ exactly when $x=1/2$. The offending $P$ may depend on $x$, and for $x\ne1/2$ the bounds are examined here only in two-orbital bases. In this two-orbital closed-shell model, a negative Mulliken population therefore does not by itself show that the density matrix is faulty.

## The trace and the bounds at one half

Write $S=U\,\mathrm{diag}(\lambda_i)\,U^T$ with $U^TU=1$. Then $S^1=S$, and the inner $U^TU$ cancels in
$$S^xS^y=U\,\mathrm{diag}(\lambda_i^x\lambda_i^y)\,U^T=S^{x+y}.$$
These are `overlapPow_one` and `overlapPow_mul`. Cyclicity gives
$$\mathrm{tr}(S^xPS^{1-x})=\mathrm{tr}(S^{1-x}S^xP)=\mathrm{tr}(SP)=\mathrm{tr}(PS).$$

At $x=1/2$, let $Q=S^{1/2}PS^{1/2}$. It is symmetric (`hsym`), and $Q^2=S^{1/2}PSPS^{1/2}=2Q$ (`hsq`). Hence
$$2Q_{ii}=\sum_jQ_{ij}^2\ge Q_{ii}^2.$$
The sum is non-negative, so $Q_{ii}\ge0$; then $Q_{ii}(2-Q_{ii})\ge0$ gives $Q_{ii}\le2$. The final `nlinarith` draws both conclusions.

Symmetry matters here: for $S=1$, the matrix $P=\begin{pmatrix}4&4\\-2&-2\end{pmatrix}$ satisfies $PSP=2P$ but has populations $4$ and $-2$.

## A negative population for every other exponent

`dimer_posDef` completes the square: for $y\neq0$, $y^TSy=(y_0+sy_1)^2+(1-s^2)y_1^2>0$. The normalised eigenvectors are $(1,\pm1)/\sqrt2$, with eigenvalues $1\pm s$. `overlapPow_mulVec` shows that $S^x$ multiplies an eigenvector by the power of its eigenvalue, and `dimer_pow` reads off the entries of $S^x$. Set
$$a=(1+s)^x,\quad b=(1+s)^{1-x},\quad c=(1-s)^x,\quad d=(1-s)^{1-x},$$
so $ab=1+s$ and $cd=1-s$.

Take $w=\alpha(1,1)+\beta(1,-1)$ and $P=k\,ww^T$, which is `pairDensity k (α + β) (α - β)`. Since $w^TSw=2(ab\alpha^2+cd\beta^2)$, choosing $k(ab\alpha^2+cd\beta^2)=1$ gives $k\,w^TSw=2$ and hence $PSP=2P$ (`pairDensity_spec`). The normalised orbital is $\sqrt{k/2}\,w$, doubly occupied. Applying $S^x$ and $S^{1-x}$ to $w$ gives the populations
$$q_0=k(a\alpha+c\beta)(b\alpha+d\beta),\qquad q_1=k(a\alpha-c\beta)(b\alpha-d\beta),$$
the equations `e0` and `e1`.

Now choose $\alpha=2cd$ and $\beta=-(ad+bc)$. The factors become $c(ad-bc)$ and $-d(ad-bc)$, so
$$q_0=-k\,cd\,(ad-bc)^2.$$
This is negative unless $ad=bc$. Taking logarithms, as `hne` does, turns that equality into
$$(2x-1)\bigl(\ln(1+s)-\ln(1-s)\bigr)=0,$$
which requires $x=1/2$ or $s=0$. Finally $q_0+q_1=2k(ab\alpha^2+cd\beta^2)=2$, so $q_1>2$.

The in-phase orbital, $\beta=0$, has $q_0=q_1=1$ at every $x$; `pairDensity_witness` confirms that its density matrix is admissible.
